# No dispersion without absorption: a rational response with $\deg P\le\deg Q$ and all zeros of $Q$ in the open lower half plane is constant if it is real on the real axis

## The pole model and its conventions

A linear response at frequency $w$ is modelled as a quotient of two complex polynomials,
$$\chi(w)=\frac{P(w)}{Q(w)},\qquad N=\deg Q .$$
Dispersion means that $\chi$ varies with real $w$. Absorption is read off from $\operatorname{Im}\chi$, as it is for a scalar susceptibility (for a conductivity the absorptive part is the real one). Only whether $\operatorname{Im}\chi$ vanishes matters below, so its sign, which separates loss from gain, plays no part. A real frequency at which $\operatorname{Im}\chi=0$ is called transparent below; the word refers to absorption only and says nothing about reflection.

```lean
import Mathlib

open Polynomial ComplexConjugate

namespace DispersionAbsorption

noncomputable section
```

In Lean, `ℂ[X]` is the type of complex polynomials, and `response P Q w` divides their values at $w$. A real frequency is a `w : ℝ`, converted to a complex number by `(w : ℂ)`.

```lean
/-- The response function `P(w)/Q(w)` of a pole model. -/
def response (P Q : ℂ[X]) (w : ℂ) : ℂ := P.eval w / Q.eval w
```

With time dependence $e^{-iwt}$, a simple pole at $z$ with $\operatorname{Im}z<0$ contributes a multiple of $e^{-izt}$ to the response after a kick, and this term decays for $t>0$. A pole with $\operatorname{Im}z>0$ would give either a term that grows after the kick or, if growth is excluded, a response before the kick. Causality and decay after the kick are therefore imposed together, as a condition on the denominator: all its zeros lie in the open lower half plane. When $P/Q$ is in lowest terms, the zeros of $Q$ are exactly the poles of $\chi$. Below, "causal" is short for this condition. The condition also rules out $Q=0$, since the zero polynomial vanishes everywhere, including at $z=0$.

```lean
/-- The condition called causal in this file: every zero of the denominator lies in the open lower
half plane. -/
def PolesBelow (Q : ℂ[X]) : Prop := ∀ z : ℂ, Q.eval z = 0 → z.im < 0
```

The second physical condition is $\deg P\le\deg Q$, written with `natDegree` in the theorems. It keeps $\chi$ bounded at high frequency: the system may respond instantaneously to the field, but not to its time derivatives.

Write $P^*$ for the polynomial whose coefficients are the complex conjugates of those of $P$. The variable itself is not conjugated, so $P^*$ is again a polynomial.

```lean
/-- The polynomial with complex conjugated coefficients. -/
def conjPoly (P : ℂ[X]) : ℂ[X] := P.map (starRingEnd ℂ)
```

The proof rests on the absorption polynomial $D=PQ^*-P^*Q$.

```lean
/-- The absorption polynomial `P Q* - P* Q`, where the star conjugates coefficients. -/
def absorptionPoly (P Q : ℂ[X]) : ℂ[X] := P * conjPoly Q - conjPoly P * Q
```

The model has finitely many poles, none of them on the real axis. Branch cuts and undamped resonances are not covered. A sum-over-states response with finitely many transitions and a fixed broadening $\eta>0$, which puts every pole a distance $\eta$ below the axis, does fit; for such a finite model the results say that a frequency-dependent $\chi$ cannot have an exactly transparent band, although absorption there may be very small.

## (a) Conjugating the coefficients and the frequency

Show that $P^*(\bar z)=\overline{P(z)}$ for every complex $z$.

Write $P(z)=\sum_k a_kz^k$. Conjugation respects sums and products, so
$$P^*(\bar z)=\sum_k\bar a_k\,\bar z^{\,k}=\overline{\sum_k a_kz^k}=\overline{P(z)} .$$

The Lean proof is an induction that builds a polynomial from monomials by addition. Its two cases are the two properties of conjugation just used.

```lean
/-- The conjugated polynomial at the conjugated frequency is the conjugate of the
original value. -/
theorem eval_conjPoly (P : ℂ[X]) (z : ℂ) :
    (conjPoly P).eval (conj z) = conj (P.eval z) := by
  unfold conjPoly
  induction P using Polynomial.induction_on' with
  | add p q hp hq => simp only [Polynomial.map_add, eval_add, hp, hq, map_add]
  | monomial n a => simp only [map_monomial, eval_monomial, map_mul, map_pow]
```

## (b) The absorption polynomial on the real axis

Let $w$ be real and let $\chi$ satisfy $P(w)=\chi\,Q(w)$. Show that $D(w)=2i\,|Q(w)|^2\operatorname{Im}\chi$.

Since $\bar w=w$, part (a) gives $P^*(w)=\overline{P(w)}$ and $Q^*(w)=\overline{Q(w)}$. Hence
$$D(w)=P(w)\overline{Q(w)}-\overline{P(w)}\,Q(w)=(\chi-\bar\chi)\,|Q(w)|^2=2i\,|Q(w)|^2\operatorname{Im}\chi .$$

In the code `hc` is part (a) at a real frequency, and `Complex.normSq` is the squared modulus. The last line combines $Q\bar Q=|Q|^2$ (`h1`) with $\chi-\bar\chi=2i\operatorname{Im}\chi$ (`h2`).

```lean
/-- At a real frequency where `P = χ Q`, the absorption polynomial equals
`2 i |Q|² Im χ`. -/
theorem eval_absorptionPoly (P Q : ℂ[X]) (w : ℝ) (χ : ℂ)
    (h : P.eval (w : ℂ) = χ * Q.eval (w : ℂ)) :
    (absorptionPoly P Q).eval (w : ℂ)
      = 2 * Complex.I * (Complex.normSq (Q.eval (w : ℂ)) : ℂ) * (χ.im : ℂ) := by
  have hc : ∀ R : ℂ[X], (conjPoly R).eval (w : ℂ) = conj (R.eval (w : ℂ)) := by
    intro R
    have h0 := eval_conjPoly R (w : ℂ)
    rwa [Complex.conj_ofReal] at h0
  have h1 := Complex.mul_conj (Q.eval (w : ℂ))
  have h2 := Complex.sub_conj χ
  push_cast at h2
  rw [absorptionPoly, eval_sub, eval_mul, eval_mul, hc, hc, h, map_mul]
  linear_combination (χ - conj χ) * h1
    + (Complex.normSq (Q.eval (w : ℂ)) : ℂ) * h2
```

## (c) No pole at a real frequency

Show that a causal denominator satisfies $Q(w)\ne0$ for every real $w$.

If $Q(w)=0$, causality would give $\operatorname{Im}w<0$. But $\operatorname{Im}w=0$, which is a contradiction. The quotient $P(w)/Q(w)$ is therefore a genuine one at every real frequency.

```lean
/-- The denominator of a causal pole model has no zero at a real frequency. -/
theorem denominator_ne_zero {Q : ℂ[X]} (hQ : PolesBelow Q) (w : ℝ) :
    Q.eval (w : ℂ) ≠ 0 := by
  intro h
  have h1 := hQ _ h
  rw [Complex.ofReal_im] at h1
  exact lt_irrefl _ h1
```

## (d) A causal denominator shares no factor with its conjugate

Show that $Q$ and $Q^*$ are coprime when $Q$ is causal.

Suppose they had a non-constant common factor. Over the complex numbers this factor has a zero $z$, so $Q(z)=0$ and $Q^*(z)=0$. Part (a), applied at $\bar z$, turns the second equation into
$$\overline{Q(\bar z)}=Q^*(z)=0,$$
so $Q(\bar z)=0$ as well. Causality now requires both $\operatorname{Im}z<0$ and $\operatorname{Im}\bar z=-\operatorname{Im}z<0$, which is impossible.

`IsCoprime` means that there are polynomials $u,v$ with $uQ+vQ^*=1$. The proof reduces this to the greatest common divisor being a unit, takes a zero of the divisor from `IsAlgClosed.exists_root`, and lets `linarith` refute the two inequalities `h5` and `h6`.

```lean
/-- The denominator of a causal pole model has no common factor with its conjugate. -/
theorem coprime_conjPoly {Q : ℂ[X]} (hQ : PolesBelow Q) : IsCoprime Q (conjPoly Q) := by
  classical
  rw [← EuclideanDomain.gcd_isUnit_iff]
  by_contra hu
  -- a non-trivial common factor would have a zero, in both half planes at once
  obtain ⟨z, hz⟩ := IsAlgClosed.exists_root (EuclideanDomain.gcd Q (conjPoly Q))
    (fun hd => hu (Polynomial.isUnit_iff_degree_eq_zero.mpr hd))
  have h1 : Q.eval z = 0 := hz.dvd (EuclideanDomain.gcd_dvd_left _ _)
  have h2 : (conjPoly Q).eval z = 0 := hz.dvd (EuclideanDomain.gcd_dvd_right _ _)
  have h3 := eval_conjPoly Q (conj z)
  rw [Complex.conj_conj, h2] at h3
  have h4 : Q.eval (conj z) = 0 := (map_eq_zero (starRingEnd ℂ)).mp h3.symm
  have h5 := hQ _ h1
  have h6 := hQ _ h4
  rw [Complex.conj_im] at h6
  linarith
```

## (e) More than $2N$ transparent frequencies force a constant

Let $Q$ be causal, $\deg P\le\deg Q=N$, and let $\operatorname{Im}\chi$ vanish at more than $2N$ distinct real frequencies. Show that $P=cQ$ for some real $c$.

*The absorption polynomial vanishes.* Conjugating coefficients does not change the degree, so both products in $D$ have degree at most $\deg P+N\le2N$. By part (b), $D$ vanishes at each of the given frequencies. A polynomial of degree at most $2N$ with more than $2N$ zeros is zero, so
$$PQ^*=P^*Q .$$

*The denominator divides the numerator.* The right-hand side is a multiple of $Q$, so $Q$ divides $PQ^*$. By part (d), $Q$ has no factor in common with $Q^*$, and therefore $Q$ divides $P$. Write $P=QR$.

*The quotient is a real constant.* If $R\ne0$, then $\deg P=N+\deg R$, and $\deg P\le N$ gives $\deg R=0$. In every case $R$ is a constant $a$, possibly zero. At least one transparent frequency $w$ is available, since their number exceeds $2N\ge0$. There $\chi(w)=a$ and $\operatorname{Im}\chi(w)=0$, so $a$ is real.

In the formal statement the frequencies form a finite set `S : Finset ℝ`, whose elements are distinct by definition, and `hS` says that it has more than $2N$ of them. The conclusion `P = C (c : ℂ) * Q` is an identity between polynomials, with `C` turning a number into a constant polynomial. In the proof, `hD` is the degree bound, `hzero` the vanishing of $D$, `hdvd` the first divisibility, and `hR0` the statement $\deg R=0$. The set `S` is mapped into the complex numbers before the zeros are counted, and injectivity of the map preserves their number.

```lean
/-- If a causal response with `deg P ≤ deg Q = N` has vanishing imaginary part at more
than `2N` distinct real frequencies, then `P` is a real constant multiple of `Q`. -/
theorem no_dispersion_without_absorption {P Q : ℂ[X]} (hQ : PolesBelow Q)
    (hdeg : P.natDegree ≤ Q.natDegree) (S : Finset ℝ) (hS : 2 * Q.natDegree < S.card)
    (hreal : ∀ w ∈ S, (response P Q (w : ℂ)).im = 0) :
    ∃ c : ℝ, P = C (c : ℂ) * Q := by
  classical
  have hn : ∀ R : ℂ[X], (conjPoly R).natDegree = R.natDegree := by
    intro R
    simp [conjPoly]
  have hD : (absorptionPoly P Q).natDegree ≤ 2 * Q.natDegree := by
    have h1 := natDegree_mul_le (p := P) (q := conjPoly Q)
    have h2 := natDegree_mul_le (p := conjPoly P) (q := Q)
    rw [hn] at h1 h2
    exact (natDegree_sub_le _ _).trans (max_le (by omega) (by omega))
  -- too many zeros: the absorption polynomial vanishes identically
  have hzero : absorptionPoly P Q = 0 := by
    apply eq_zero_of_natDegree_lt_card_of_eval_eq_zero' _
      (S.image (fun w : ℝ => (w : ℂ)))
    · intro z hz
      obtain ⟨w, hw, rfl⟩ := Finset.mem_image.mp hz
      rw [eval_absorptionPoly P Q w (response P Q w)
        (div_mul_cancel₀ _ (denominator_ne_zero hQ w)).symm, hreal w hw]
      simp
    · rw [Finset.card_image_of_injective S Complex.ofReal_injective]
      omega
  -- coprimality turns this into divisibility of P by Q
  have hdvd : Q ∣ P * conjPoly Q := by
    refine ⟨conjPoly P, ?_⟩
    unfold absorptionPoly at hzero
    linear_combination hzero
  obtain ⟨R, hR⟩ := (coprime_conjPoly hQ).dvd_of_dvd_mul_right hdvd
  have hQ0 : Q ≠ 0 := by
    intro h
    exact denominator_ne_zero hQ 0 (by rw [h, eval_zero])
  have hR0 : R.natDegree = 0 := by
    by_cases h : R = 0
    · rw [h, natDegree_zero]
    · rw [hR, natDegree_mul hQ0 h] at hdeg
      omega
  obtain ⟨a, ha⟩ : ∃ a : ℂ, R = C a := ⟨_, eq_C_of_natDegree_eq_zero hR0⟩
  -- the constant is the value of the response at a transparent frequency
  obtain ⟨w, hw⟩ : S.Nonempty := Finset.card_pos.mp (by omega)
  have hval : response P Q (w : ℂ) = a := by
    rw [response, div_eq_iff (denominator_ne_zero hQ w), hR, ha, eval_mul, eval_C, mul_comm]
  have him : a.im = 0 := by rw [← hval]; exact hreal w hw
  have hac : ((a.re : ℝ) : ℂ) = a := Complex.ext (by simp) (by simp [him])
  exact ⟨a.re, by rw [hac, hR, ha, mul_comm]⟩
```

The same argument has a neighbour for two causal responses $P_1/Q_1$ and $P_2/Q_2$ with $\deg P_j\le\deg Q_j=N_j$. Their difference is
$$\frac{P_1Q_2-P_2Q_1}{Q_1Q_2},$$
which is again causal, with a numerator of degree at most $N_1+N_2$. If the two imaginary parts agree at more than $2(N_1+N_2)$ real frequencies, the responses therefore differ by a real constant. This corollary is derived here by hand and is not among the theorems in the code.

## (f) Real at every frequency

Let $Q$ be causal and $\deg P\le\deg Q$. Show that $\chi(w)$ is real for all real $w$ exactly when $P=cQ$ with $c$ real.

If $\chi$ is real on the whole axis, it is real at the $2N+1$ frequencies $0,1,\dots,2N$, and part (e) applies. Conversely, if $P=cQ$, then part (c) allows $Q(w)$ to be cancelled, and $\chi(w)=c$ is real.

The Lean proof follows these two directions. The set built from `Finset.range` is the list $0,1,\dots,2N$, read as real numbers.

```lean
/-- A causal response with `deg P ≤ deg Q` is real at every real frequency exactly when
`P` is a real constant multiple of `Q`. -/
theorem real_response_iff {P Q : ℂ[X]} (hQ : PolesBelow Q)
    (hdeg : P.natDegree ≤ Q.natDegree) :
    (∀ w : ℝ, (response P Q (w : ℂ)).im = 0) ↔ ∃ c : ℝ, P = C (c : ℂ) * Q := by
  constructor
  · intro h
    refine no_dispersion_without_absorption hQ hdeg
      ((Finset.range (2 * Q.natDegree + 1)).map
        ⟨fun n : ℕ => (n : ℝ), Nat.cast_injective⟩) ?_ (fun w _ => h w)
    rw [Finset.card_map, Finset.card_range]
    omega
  · rintro ⟨c, rfl⟩ w
    rw [response, eval_mul, eval_C, mul_div_cancel_right₀ _ (denominator_ne_zero hQ w),
      Complex.ofReal_im]
```

## (g) Dispersion anywhere means absorption in every band

Keep the assumptions $Q$ causal and $\deg P\le\deg Q$, and let $\chi(w_1)\ne\chi(w_2)$ for two real frequencies. Show that every open interval $(a,b)$ with $a<b$ contains a frequency at which $\operatorname{Im}\chi\ne0$.

Suppose $\operatorname{Im}\chi$ vanished throughout $(a,b)$. The interval is infinite, so it contains $2N+1$ distinct frequencies, and part (e) gives $P=cQ$. Then $\chi(w)=c$ at every real frequency, which contradicts $\chi(w_1)\ne\chi(w_2)$.

The band need not contain $w_1$ or $w_2$, nor lie near them. In Lean it is `Set.Ioo a b`, and `hdisp` is the assumed difference between the two values.

The Kramers–Kronig relations go further, in that they compute the real part, up to an additive constant, from an integral over the imaginary part. The theorem here gives no such formula and no lower bound on the absorption.

```lean
/-- If a causal response with `deg P ≤ deg Q` differs between two real frequencies, then
every frequency band contains a point where its imaginary part is nonzero. -/
theorem dispersion_forces_absorption_in_every_band {P Q : ℂ[X]} (hQ : PolesBelow Q)
    (hdeg : P.natDegree ≤ Q.natDegree) {w₁ w₂ : ℝ}
    (hdisp : response P Q (w₁ : ℂ) ≠ response P Q (w₂ : ℂ)) {a b : ℝ} (hab : a < b) :
    ∃ w ∈ Set.Ioo a b, (response P Q (w : ℂ)).im ≠ 0 := by
  by_contra hno
  obtain ⟨S, hS, hcard⟩ :=
    (Set.Ioo_infinite hab).exists_subset_card_eq (2 * Q.natDegree + 1)
  obtain ⟨c, hc⟩ := no_dispersion_without_absorption hQ hdeg S (by omega)
    (fun w hw => by
      by_contra h
      exact hno ⟨w, hS hw, h⟩)
  have hval : ∀ w : ℝ, response P Q (w : ℂ) = c := by
    intro w
    rw [response, div_eq_iff (denominator_ne_zero hQ w), hc, eval_mul, eval_C]
  exact hdisp (by rw [hval, hval])
```

## (h) Two transparent frequencies are too few when $N=1$

Show that "more than $2N$" in part (e) cannot be weakened to "at least $2N$" for $N=1$, using
$$\chi(w)=\frac{iw+1}{w+i}.$$

The denominator has degree one and its only zero is $-i$, so the response is causal. The numerator also has degree one. At the two frequencies $w=1$ and $w=-1$,
$$\chi(1)=\frac{i+1}{1+i}=1,\qquad \chi(-1)=\frac{1-i}{-1+i}=-1 .$$
Both values are real, and they differ, so $\chi$ is not constant. For general real $w$, multiplying above and below by $w-i$ gives
$$\operatorname{Im}\chi(w)=\frac{w^2-1}{w^2+1},$$
so these are the only two transparent frequencies. The example tests the theorem as stated and is not the response of a real quantity to a real field: that would require $\chi(-w)=\overline{\chi(w)}$ and hence an odd $\operatorname{Im}\chi$, whereas here $\operatorname{Im}\chi$ is even. Part (e) does not assume this symmetry.

The theorem collects five facts: causality, the degree of the denominator, the bound on the degree of the numerator, and the two values. For the values, the proof clears the denominator with `div_eq_iff`, and `ring` checks the remaining identity.

```lean
/-- The causal response `(i w + 1)/(w + i)`, with a denominator of degree one, takes the
real values `1` and `-1` at the two frequencies `w = 1` and `w = -1`. -/
theorem transparency_count_sharp :
    PolesBelow (X + C Complex.I) ∧ (X + C Complex.I : ℂ[X]).natDegree = 1 ∧
    (C Complex.I * X + C 1 : ℂ[X]).natDegree ≤ 1 ∧
    response (C Complex.I * X + C 1) (X + C Complex.I) ((1 : ℝ) : ℂ) = 1 ∧
    response (C Complex.I * X + C 1) (X + C Complex.I) ((-1 : ℝ) : ℂ) = -1 := by
  have hQ : PolesBelow (X + C Complex.I) := by
    intro z hz
    rw [eval_add, eval_X, eval_C] at hz
    have h := congrArg Complex.im hz
    simp only [Complex.add_im, Complex.I_im, Complex.zero_im] at h
    linarith
  refine ⟨hQ, natDegree_X_add_C _, natDegree_linear_le, ?_, ?_⟩
  · rw [response, div_eq_iff (denominator_ne_zero hQ 1)]
    simp only [eval_add, eval_mul, eval_C, eval_X]
    push_cast
    ring
  · rw [response, div_eq_iff (denominator_ne_zero hQ (-1))]
    simp only [eval_add, eval_mul, eval_C, eval_X]
    push_cast
    ring
```

## (i) A mirror pair of poles at $\pm i$ permits dispersion without absorption

Show that part (f) fails without the causality condition, using $P=1$ and $Q=w^2+1$.

The degree condition holds, since $0\le2$. The zeros of $Q$ are $i$ and $-i$, and the first violates causality. At every real frequency
$$\chi(w)=\frac1{w^2+1}$$
is real, yet $\chi(0)=1$ and $\chi(1)=\tfrac12$. The response is dispersive and nowhere absorbing.

The argument of part (e) breaks at the coprimality step: here $Q^*=Q$, so the two share every factor. In the time domain this $\chi$ belongs to the kernel $\tfrac12e^{-|t|}$, which responds before the kick as well as after it.

The theorem records the zero at $i$ and the real value of the response at each real $w$.

```lean
/-- The response `1/(w² + 1)`, whose denominator vanishes at `w = i` in the upper half
plane, equals the real number `1/(w² + 1)` at every real frequency. -/
theorem real_response_with_pole_above :
    (X ^ 2 + 1 : ℂ[X]).eval Complex.I = 0 ∧
    ∀ w : ℝ, response 1 (X ^ 2 + 1) (w : ℂ) = ((1 / (w ^ 2 + 1) : ℝ) : ℂ) := by
  constructor
  · simp
  · intro w
    simp [response]

end

end DispersionAbsorption
```

```lean
#print axioms DispersionAbsorption.no_dispersion_without_absorption
#print axioms DispersionAbsorption.real_response_iff
#print axioms DispersionAbsorption.transparency_count_sharp
#print axioms DispersionAbsorption.real_response_with_pole_above
```

```
'DispersionAbsorption.no_dispersion_without_absorption' depends on axioms: [propext, Classical.choice, Quot.sound]
'DispersionAbsorption.real_response_iff' depends on axioms: [propext, Classical.choice, Quot.sound]
'DispersionAbsorption.transparency_count_sharp' depends on axioms: [propext, Classical.choice, Quot.sound]
'DispersionAbsorption.real_response_with_pole_above' depends on axioms: [propext, Classical.choice, Quot.sound]
```
